# Six electrons in three lower and two upper orbitals: the lowest configurations change from $|S_z|=2$ to $S_z=0$ at $D=4J$

Before a calculation on an octahedral $d^6$ ion is started from chosen $d$ occupations, one has to decide which spin states to try. Take a model of single configurations in which a pair of electrons costs $U$ in the same orbital, $U-2J$ with opposite spins in different orbitals, and $U-3J$ with parallel spins. There the list reduces to two entries, spin projection $|S_z|=2$ and $S_z=0$. Which one is lowest depends on whether the orbital splitting $D>0$ is below or above $4J$, where $J>0$ is Hund's exchange energy.

## Occupations of five orbitals

```lean
import Mathlib

open Finset

namespace HundSpinCrossover

/-- A configuration of six electrons in five orbitals: the set of orbitals holding a spin-up
electron and the set holding a spin-down electron. -/
structure Config where
  up : Finset (Fin 5)
  dn : Finset (Fin 5)
  six : up.card + dn.card = 6
```

A configuration consists of two subsets of the orbitals $0,\dots,4$, one for each spin. Using sets builds in the Pauli principle, since an orbital holds at most one electron of each spin. The field `six` is a proof that $N_\uparrow+N_\downarrow=6$, where `c.up.card` is $N_\uparrow$ and `c.dn.card` is $N_\downarrow$. Every `Config` carries such a proof.

```lean
/-- The two upper orbitals, at energy `D`; the other three lie at energy zero. -/
def upperOrbitals : Finset (Fin 5) := {3, 4}
```

Orbitals 3 and 4 form the upper level, the $e_g$ pair of an octahedral ion. Orbitals 0, 1 and 2 are the $t_{2g}$ set.

```lean
/-- The number of electrons in the upper orbitals. -/
def Config.promoted (c : Config) : ℕ :=
  (c.up ∩ upperOrbitals).card + (c.dn ∩ upperOrbitals).card
```

This is the number $e$ of electrons in the upper level, counted for each spin separately.

```lean
/-- The number of electron pairs that share an orbital. -/
def Config.doubly (c : Config) : ℕ := (c.up ∩ c.dn).card
```

The intersection contains the orbitals occupied by both spins. Their number is $d$.

## Pair energies

```lean
/-- The number of pairs with opposite spins in different orbitals: for each spin-up electron,
the spin-down electrons outside its orbital are counted. -/
def Config.opposite (c : Config) : ℕ := ∑ i ∈ c.up, (c.dn.erase i).card
```

For each spin-up electron in orbital $i$, `c.dn.erase i` removes $i$ from the spin-down set. What remains are its opposite-spin partners in other orbitals.

```lean
/-- The number of pairs with parallel spins. -/
def Config.parallel (c : Config) : ℕ := c.up.card.choose 2 + c.dn.card.choose 2
```

The number of parallel pairs is $\binom{N_\uparrow}{2}+\binom{N_\downarrow}{2}$.

```lean
/-- The spin projection, half the excess of spin-up over spin-down electrons. -/
noncomputable def Config.spin (c : Config) : ℝ := ((c.up.card : ℝ) - c.dn.card) / 2
```

This is $S_z=(N_\uparrow-N_\downarrow)/2$, in units of $\hbar$. It is the projection, not the total spin.

```lean
/-- The energy: `D` per promoted electron, and `U`, `U - 2J` or `U - 3J` per pair in the same
orbital, with opposite spins in different orbitals, or with parallel spins. -/
noncomputable def Config.energy (c : Config) (U J D : ℝ) : ℝ :=
  D * c.promoted + U * c.doubly + (U - 2 * J) * c.opposite + (U - 3 * J) * c.parallel
```

Each promoted electron costs $D$. A pair costs $U$ in one orbital, $U-2J$ with opposite spins in different orbitals, and $U-3J$ with parallel spins. Here $U$ is the on-site repulsion, and a positive $J$ makes parallel spins cheaper. These prices are postulated and are the same for all orbitals.

The model has no spin-flip or pair-hopping terms, so configurations do not mix. This matters for reading the results: in a Hamiltonian with full spin-rotation symmetry, a quintet has members with $|S_z|=1$ and $S_z=0$ at the same energy as those with $|S_z|=2$.

```lean
/-- A ground configuration: no six-electron configuration has lower energy. -/
def IsGround (U J D : ℝ) (c : Config) : Prop :=
  ∀ c' : Config, c.energy U J D ≤ c'.energy U J D
```

`IsGround U J D c` says that $c$ has the lowest energy among all six-electron configurations, with ties allowed.

```lean
/-- The high-spin configuration: five spin-up electrons and one spin-down electron in a lower
orbital. -/
def highSpin : Config := ⟨univ, {0}, by decide⟩
```

The high-spin candidate has $N_\uparrow=5$ and $N_\downarrow=1$. The term `by decide` proves the electron count by evaluating it.

```lean
/-- The low-spin configuration: the three lower orbitals doubly occupied. -/
def lowSpin : Config := ⟨{0, 1, 2}, {0, 1, 2}, by decide⟩
```

The low-spin candidate fills the three lower orbitals twice.

## Three numbers fix the energy

```lean
/-- Pairs of opposite spin, in different orbitals or in the same one, number `N↑ N↓` in all. -/
theorem opposite_add_doubly (c : Config) :
    c.opposite + c.doubly = c.up.card * c.dn.card := by
  have h : c.doubly = ∑ i ∈ c.up, if i ∈ c.dn then 1 else 0 := by
    rw [Config.doubly, ← Finset.filter_mem_eq_inter, Finset.card_filter]
  have h' : c.up.card * c.dn.card = ∑ _i ∈ c.up, c.dn.card := by simp
  rw [h, h', Config.opposite, ← Finset.sum_add_distrib]
  apply Finset.sum_congr rfl
  intro i _
  by_cases hi : i ∈ c.dn
  · rw [if_pos hi, Finset.card_erase_add_one hi]
  · rw [if_neg hi, Finset.erase_eq_of_notMem hi, add_zero]
```

Fix a spin-up electron in orbital $i$. Each of the $N_\downarrow$ spin-down electrons is either in another orbital or in $i$ itself. Summing over the spin-up electrons, with $o$ for the number counted by `opposite`, gives
$$o+d=N_\uparrow N_\downarrow .$$
The proof writes $d$ as a sum of zeros and ones, and `by_cases` asks whether $i$ also holds a spin-down electron.

```lean
/-- The energy depends only on the number of promoted electrons, the number of doubly occupied
orbitals and the square of the spin projection. -/
theorem energy_eq (c : Config) (U J D : ℝ) :
    c.energy U J D =
      15 * U + D * c.promoted - J * (36 + c.spin ^ 2 - 2 * c.doubly) := by
  have h1 : (c.opposite : ℝ) + c.doubly = c.up.card * c.dn.card := by
    exact_mod_cast opposite_add_doubly c
  have h2 : (c.up.card : ℝ) + c.dn.card = 6 := by exact_mod_cast c.six
  have ho : (c.opposite : ℝ) = c.up.card * c.dn.card - c.doubly := by linarith
  have hb : (c.dn.card : ℝ) = 6 - c.up.card := by linarith
  simp only [Config.energy, Config.parallel, Config.spin, Nat.cast_add, Nat.cast_choose_two]
  rw [ho, hb]
  ring
```

Six electrons form $\binom62=15$ pairs, so $15-N_\uparrow N_\downarrow$ of them are parallel. Every pair contributes $U$, and therefore
$$E=15U+De-2J(N_\uparrow N_\downarrow-d)-3J(15-N_\uparrow N_\downarrow).$$
With $N_\uparrow=3+S_z$ and $N_\downarrow=3-S_z$ we have $N_\uparrow N_\downarrow=9-S_z^2$, which gives
$$E=15U+De-J(36+S_z^2-2d).$$
Thus $U$ only shifts all energies together. In Lean, the counting identities are carried over to real numbers, $o$ and $N_\downarrow$ are eliminated, and `ring` does the algebra.

```lean
/-- Doubly occupied orbitals and promoted electrons together number at least three. -/
theorem three_le_doubly_add_promoted (c : Config) : 3 ≤ c.doubly + c.promoted := by
  have hall : ∀ i : Fin 5, i ∈ ({0, 1, 2} : Finset (Fin 5)) ∨ i ∈ upperOrbitals := by decide
  -- an occupied orbital is one of the three lower ones or holds a promoted electron
  have hsub : c.up ∪ c.dn ⊆
      {0, 1, 2} ∪ ((c.up ∩ upperOrbitals) ∪ (c.dn ∩ upperOrbitals)) := by
    intro i hi
    have hi' := hall i
    rw [Finset.mem_union] at hi
    rw [Finset.mem_union, Finset.mem_union, Finset.mem_inter, Finset.mem_inter]
    tauto
  have h1 := Finset.card_le_card hsub
  have h2 := Finset.card_union_le ({0, 1, 2} : Finset (Fin 5))
    ((c.up ∩ upperOrbitals) ∪ (c.dn ∩ upperOrbitals))
  have h3 := Finset.card_union_le (c.up ∩ upperOrbitals) (c.dn ∩ upperOrbitals)
  have h4 : ({0, 1, 2} : Finset (Fin 5)).card = 3 := by decide
  have h5 := Finset.card_union_add_card_inter c.up c.dn
  have h6 := c.six
  unfold Config.doubly Config.promoted
  omega
```

The electrons occupy $6-d$ different orbitals, at most three of them lower ones. At least $3-d$ upper orbitals are then occupied, each by at least one promoted electron, so $e\ge 3-d$. The proof states this as an inclusion of sets (`hsub`), passes to their sizes, and leaves the integer arithmetic to `omega`.

## A lower bound for each spin projection

```lean
/-- For `D ≥ 0` the spin projection has magnitude 2, 1 or 0, and in each case the energy is
bounded below by one of the listed values. -/
theorem sector_bound (c : Config) (U J : ℝ) {D : ℝ} (hD : 0 ≤ D) :
    (|c.spin| = 2 ∧ 15 * U + 2 * D - 38 * J ≤ c.energy U J D) ∨
    (|c.spin| = 1 ∧ (15 * U + 2 * D - 35 * J ≤ c.energy U J D ∨
      15 * U + D - 33 * J ≤ c.energy U J D)) ∨
    (|c.spin| = 0 ∧ (15 * U + 2 * D - 34 * J ≤ c.energy U J D ∨
      15 * U + D - 32 * J ≤ c.energy U J D ∨ 15 * U - 30 * J ≤ c.energy U J D)) := by
  have hp : (3 : ℝ) ≤ c.doubly + c.promoted := by
    exact_mod_cast three_le_doubly_add_promoted c
  have key : D * (3 - c.doubly) ≤ D * c.promoted :=
    mul_le_mul_of_nonneg_left (by linarith) hD
  have hE := energy_eq c U J D
  have h6 := c.six
  have hU : (c.up ∪ c.dn).card + c.doubly = c.up.card + c.dn.card :=
    Finset.card_union_add_card_inter _ _
  have h5 : (c.up ∪ c.dn).card ≤ 5 := (Finset.card_le_univ _).trans_eq (Fintype.card_fin 5)
  have ha : c.doubly ≤ c.up.card := Finset.card_le_card Finset.inter_subset_left
  have hb : c.doubly ≤ c.dn.card := Finset.card_le_card Finset.inter_subset_right
  have hsq : c.spin ^ 2 = |c.spin| ^ 2 := (sq_abs _).symm
  rw [hsq] at hE
  -- the spin sector limits the number of doubly occupied orbitals
  have hcases : (|c.spin| = 2 ∧ c.doubly = 1) ∨
      (|c.spin| = 1 ∧ (c.doubly = 1 ∨ c.doubly = 2)) ∨
      (|c.spin| = 0 ∧ (c.doubly = 1 ∨ c.doubly = 2 ∨ c.doubly = 3)) := by
    have hab : (c.up.card = 5 ∧ c.dn.card = 1) ∨ (c.up.card = 1 ∧ c.dn.card = 5) ∨
        (c.up.card = 4 ∧ c.dn.card = 2) ∨ (c.up.card = 2 ∧ c.dn.card = 4) ∨
        (c.up.card = 3 ∧ c.dn.card = 3) := by omega
    rcases hab with ⟨h1, h2⟩ | ⟨h1, h2⟩ | ⟨h1, h2⟩ | ⟨h1, h2⟩ | ⟨h1, h2⟩
    · exact Or.inl ⟨by rw [Config.spin, h1, h2]; norm_num, by omega⟩
    · exact Or.inl ⟨by rw [Config.spin, h1, h2]; norm_num, by omega⟩
    · exact Or.inr (Or.inl ⟨by rw [Config.spin, h1, h2]; norm_num, by omega⟩)
    · exact Or.inr (Or.inl ⟨by rw [Config.spin, h1, h2]; norm_num, by omega⟩)
    · exact Or.inr (Or.inr ⟨by rw [Config.spin, h1, h2]; norm_num, by omega⟩)
  rcases hcases with ⟨hs, hd⟩ | ⟨hs, hd | hd⟩ | ⟨hs, hd | hd | hd⟩ <;>
    rw [hs, hd] at hE <;> rw [hd] at key <;> push_cast at hE key
  · exact Or.inl ⟨hs, by linarith⟩
  · exact Or.inr (Or.inl ⟨hs, Or.inl (by linarith)⟩)
  · exact Or.inr (Or.inl ⟨hs, Or.inr (by linarith)⟩)
  · exact Or.inr (Or.inr ⟨hs, Or.inl (by linarith)⟩)
  · exact Or.inr (Or.inr ⟨hs, Or.inr (Or.inl (by linarith))⟩)
  · exact Or.inr (Or.inr ⟨hs, Or.inr (Or.inr (by linarith))⟩)
```

Since $D\ge0$, replacing $e$ by $3-d$ can only lower the energy:
$$E\ge 15U+D(3-d)-J(36+S_z^2-2d).$$
Five orbitals allow the spin counts $(5,1)$, $(4,2)$ and $(3,3)$, up to exchange of the spins. Six electrons in five orbitals force $d\ge1$, and $d$ cannot exceed the smaller spin count. The possible cases are:

| $\lvert S_z\rvert$ | $d$ | lower bound for $E-15U$ |
|---|---|---|
| 2 | 1 | $2D-38J$ |
| 1 | 1 | $2D-35J$ |
| 1 | 2 | $D-33J$ |
| 0 | 1 | $2D-34J$ |
| 0 | 2 | $D-32J$ |
| 0 | 3 | $-30J$ |

In the proof, `hcases` lists these six cases, `key` is the inequality for $De$, and `linarith` combines it with the energy formula. The theorem's statement leaves out $d$. It joins each value of $\lvert S_z\rvert$ by "and" (`∧`) to the bounds possible for it, and it joins alternative bounds, as well as the three values of $\lvert S_z\rvert$, by "or" (`∨`).

```lean
/-- The energies of the high-spin and the low-spin configuration. -/
theorem energy_highSpin_lowSpin (U J D : ℝ) :
    highSpin.energy U J D = 15 * U + 2 * D - 38 * J ∧
    lowSpin.energy U J D = 15 * U - 30 * J := by
  have h1 : highSpin.promoted = 2 := by decide
  have h2 : highSpin.doubly = 1 := by decide
  have h3 : highSpin.up.card = 5 := by decide
  have h4 : highSpin.dn.card = 1 := by decide
  have l1 : lowSpin.promoted = 0 := by decide
  have l2 : lowSpin.doubly = 3 := by decide
  have l3 : lowSpin.up.card = 3 := by decide
  have l4 : lowSpin.dn.card = 3 := by decide
  constructor
  · rw [energy_eq, Config.spin, h1, h2, h3, h4]
    push_cast
    ring
  · rw [energy_eq, Config.spin, l1, l2, l3, l4]
    push_cast
    ring
```

High spin has $e=2$, $d=1$, $S_z=2$, and low spin has $e=0$, $d=3$, $S_z=0$. Hence
$$E_H=15U+2D-38J,\qquad E_L=15U-30J.$$

## The crossover

```lean
/-- Spin crossover: for `J > 0` and `D > 0`, a ground configuration has spin projection of
magnitude 2 if `D < 4J` and 0 if `D > 4J`, and never of magnitude 1. -/
theorem spin_crossover {U J D : ℝ} (hJ : 0 < J) (hD : 0 < D) {c : Config}
    (hc : IsGround U J D c) :
    (D < 4 * J → |c.spin| = 2) ∧ (4 * J < D → |c.spin| = 0) ∧ |c.spin| ≠ 1 := by
  obtain ⟨eh, el⟩ := energy_highSpin_lowSpin U J D
  have h1 := hc highSpin
  have h2 := hc lowSpin
  rw [eh] at h1
  rw [el] at h2
  rcases sector_bound c U J hD.le with ⟨hs, hb⟩ | ⟨hs, hb⟩ | ⟨hs, hb⟩
  · exact ⟨fun _ => hs, fun h => by exfalso; linarith, by rw [hs]; norm_num⟩
  · -- the intermediate sector lies above one of the two competitors
    exfalso
    rcases hb with hb | hb <;> linarith
  · refine ⟨fun h => ?_, fun _ => hs, by rw [hs]; norm_num⟩
    exfalso
    rcases hb with hb | hb | hb <;> linarith
```

A ground configuration satisfies $E\le E_H$ and $E\le E_L$, so it also lies no higher than their mean, $M=15U+D-34J$. These two comparisons are `hc highSpin` and `hc lowSpin`. The table now decides each case.

- For $|S_z|=1$, the energy is at least $E_H+3J$ or at least $M+J$. Both contradict minimality.
- For $S_z=0$, the bounds are $E_H+4J$, $M+2J$ and $E_L$. Only the last is possible, and it requires $E_L\le E_H$, that is, $D\ge4J$.
- For $|S_z|=2$, the bound is $E_H$, which requires $E_H\le E_L$, that is, $D\le4J$.

So $D<4J$ leaves $|S_z|=2$, and $D>4J$ leaves $S_z=0$. The exclusion of $|S_z|=1$ also holds at $D=4J$. Lean splits the same three cases with `rcases`, and `linarith` finds the contradictions.

```lean
/-- For `J > 0` and `D ≥ 0`, the high-spin configuration is a ground configuration exactly when
`D ≤ 4J`, and the low-spin configuration exactly when `D ≥ 4J`. -/
theorem isGround_iff {U J D : ℝ} (hJ : 0 < J) (hD : 0 ≤ D) :
    (IsGround U J D highSpin ↔ D ≤ 4 * J) ∧ (IsGround U J D lowSpin ↔ 4 * J ≤ D) := by
  obtain ⟨eh, el⟩ := energy_highSpin_lowSpin U J D
  refine ⟨⟨fun h => ?_, fun h c => ?_⟩, ⟨fun h => ?_, fun h c => ?_⟩⟩
  · have := h lowSpin
    linarith
  · rcases sector_bound c U J hD with ⟨_, hb⟩ | ⟨_, hb | hb⟩ | ⟨_, hb | hb | hb⟩ <;> linarith
  · have := h highSpin
    linarith
  · rcases sector_bound c U J hD with ⟨_, hb⟩ | ⟨_, hb | hb⟩ | ⟨_, hb | hb | hb⟩ <;> linarith
```

If high spin is a ground configuration, comparison with low spin gives $D\le4J$. Conversely, $D\le4J$ means $E_H\le M\le E_L$, and then every bound in the table is at least $E_H$. The low-spin statement follows in the same way with the order reversed. At $D=4J$ both are ground configurations.

```lean
/-- For `J ≥ 0` and `D ≥ 0`, a configuration with spin projection of magnitude 1 lies at least
`J` above the lower of the high-spin and low-spin energies. -/
theorem intermediate_gap {U J D : ℝ} (hJ : 0 ≤ J) (hD : 0 ≤ D) {c : Config}
    (hc : |c.spin| = 1) :
    min (highSpin.energy U J D) (lowSpin.energy U J D) + J ≤ c.energy U J D := by
  obtain ⟨eh, el⟩ := energy_highSpin_lowSpin U J D
  have h1 := min_le_left (highSpin.energy U J D) (lowSpin.energy U J D)
  have h2 := min_le_right (highSpin.energy U J D) (lowSpin.energy U J D)
  rcases sector_bound c U J hD with ⟨hs, _⟩ | ⟨_, hb | hb⟩ | ⟨hs, _⟩
  · exfalso
    linarith
  · linarith
  · linarith
  · exfalso
    linarith

end HundSpinCrossover
```

For $|S_z|=1$ the bounds $E_H+3J$ and $M+J$ are both at least $\min(E_H,E_L)+J$, because a mean is never below the smaller of its two values. An intermediate configuration therefore lies at least $J$ above the better of the two candidates, for every $D\ge0$ and $J\ge0$.

```lean
#print axioms HundSpinCrossover.three_le_doubly_add_promoted
-- 'HundSpinCrossover.three_le_doubly_add_promoted' depends on axioms: [propext, Classical.choice, Quot.sound]
#print axioms HundSpinCrossover.spin_crossover
-- 'HundSpinCrossover.spin_crossover' depends on axioms: [propext, Classical.choice, Quot.sound]
#print axioms HundSpinCrossover.isGround_iff
-- 'HundSpinCrossover.isGround_iff' depends on axioms: [propext, Classical.choice, Quot.sound]
#print axioms HundSpinCrossover.intermediate_gap
-- 'HundSpinCrossover.intermediate_gap' depends on axioms: [propext, Classical.choice, Quot.sound]
```
